# A bound on the error of truncating the RPA correlation-energy integrand when the dielectric eigenvalues approach one at least as fast as a power law

In the random-phase approximation (RPA), the correlation energy is an integral over imaginary frequency, from zero to infinity, with a prefactor 1/(2π) in atomic units. With that prefactor left out of the integrand, an eigenpotential whose dielectric eigenvalue at a given imaginary frequency is 1 + x contributes x − log(1 + x) to the integrand's magnitude. The theorem `truncationError_bounds` assumes that 0 ≤ xₙ ≤ C n^(−p) for every n ≥ 1, with p > 1/2. It states that the contributions are then summable, and that keeping only the first N ≥ 1 of them leaves an error equal to the tail sum, which lies between zero and C² N^(−(2p−1)) / (2(2p−1)). The decay is a hypothesis, and the bound concerns the integrand, not the integrated energy. The proof bounds each discarded contribution by xₙ²/2, and then by a difference of successive inverse powers, so that the sum telescopes.

The failing Lean file:

```lean
import Mathlib

open Filter Topology

namespace RPAEigenpotentialTruncation

noncomputable section

/-- Magnitude of the contribution of one eigenpotential to the RPA energy integrand, where `x > -1`
is the dielectric eigenvalue minus one. -/
def modeIntegrand (x : ℝ) : ℝ := x - Real.log (1 + x)

/-- Magnitude of the full energy integrand minus that of the part from the first `N`
eigenpotentials, with modes numbered from one; meant for sequences whose contributions are summable.
-/
def truncationError (x : ℕ → ℝ) (N : ℕ) : ℝ :=
  (∑' k, modeIntegrand (x (k + 1))) - ∑ k ∈ Finset.range N, modeIntegrand (x (k + 1))

/-- A mode with `x ≥ 0` contributes at least zero and at most the second-order term `x² / 2`. -/
theorem modeIntegrand_bounds {x : ℝ} (hx : 0 ≤ x) :
    0 ≤ modeIntegrand x ∧ modeIntegrand x ≤ x ^ 2 / 2 := by
  unfold modeIntegrand
  constructor
  · have h := Real.log_le_sub_one_of_pos (show 0 < 1 + x by linarith)
    linarith
  · have h := Real.le_log_one_add_of_nonneg hx
    have h2 : x - x ^ 2 / 2 ≤ 2 * x / (x + 2) := by
      rw [le_div_iff₀ (by linarith)]
      nlinarith [pow_nonneg hx 3]
    linarith

/-- An inverse power lies above each of its tangents on the positive axis. -/
theorem inverse_power_tangent {s a b : ℝ} (hs : 0 ≤ s) (ha : 0 < a) (hb : 0 < b) :
    a ^ (-s) + s * (a - b) * a ^ (-(s + 1)) ≤ b ^ (-s) := by
  have hba := div_pos hb ha
  have h1 : 1 + s * (1 - b / a) ≤ (b / a) ^ (-s) := by
    rw [Real.rpow_def_of_pos hba]
    have h2 := mul_le_mul_of_nonneg_left (Real.log_le_sub_one_of_pos hba) hs
    have h3 := Real.add_one_le_exp (Real.log (b / a) * -s)
    linarith
  have hm : a * (b / a) = b := by field_simp
  have h4 : a ^ (-s) * (b / a) ^ (-s) = b ^ (-s) := by
    rw [← Real.mul_rpow ha.le hba.le, hm]
  have h5 : a ^ (-(s + 1)) = a ^ (-s) / a := by
    rw [show -(s + 1) = -s - 1 by ring, Real.rpow_sub_one ha.ne']
  have h6 : (a - b) / a = 1 - b / a := by rw [sub_div, div_self ha.ne']
  calc a ^ (-s) + s * (a - b) * a ^ (-(s + 1))
      = a ^ (-s) * (1 + s * ((a - b) / a)) := by rw [h5]; ring
    _ ≤ a ^ (-s) * (b / a) ^ (-s) := by
        rw [h6]
        exact mul_le_mul_of_nonneg_left h1 (Real.rpow_nonneg ha.le _)
    _ = b ^ (-s) := h4

/-- The square of a decay law with exponent `p` decays with exponent `2p`. -/
theorem decay_sq {a : ℝ} (ha : 0 < a) (p : ℝ) :
    (a ^ (-p)) ^ 2 = a ^ (-(2 * p - 1 + 1)) := by
  rw [sq, ← Real.rpow_add ha]
  congr 1
  ring

/-- If `0 ≤ x_n ≤ C n^(-p)` with `p > 1/2`, the energy integrand converges, and the error of keeping
`N ≥ 1` eigenpotentials is the tail sum, between zero and `C² N^(-(2p-1)) / (2(2p-1))`. -/
theorem truncationError_bounds {x : ℕ → ℝ} {C p : ℝ} (hp : 1 / 2 < p)
    (hx : ∀ n : ℕ, 1 ≤ n → 0 ≤ x n ∧ x n ≤ C * (n : ℝ) ^ (-p)) {N : ℕ} (hN : 1 ≤ N) :
    Summable (fun k => modeIntegrand (x (k + 1))) ∧
    truncationError x N = ∑' k, modeIntegrand (x (k + N + 1)) ∧
    0 ≤ truncationError x N ∧
    truncationError x N ≤ C ^ 2 / (2 * (2 * p - 1)) * (N : ℝ) ^ (-(2 * p - 1)) := by
  have hs : 0 < 2 * p - 1 := by linarith
  have hK : 0 ≤ C ^ 2 / (2 * (2 * p - 1)) := div_nonneg (sq_nonneg C) (by linarith)
  have hK2 : C ^ 2 / (2 * (2 * p - 1)) * (2 * p - 1) = C ^ 2 / 2 := by
    have hne := hs.ne'
    field_simp
  let F : ℕ → ℝ := fun k =>
    C ^ 2 / (2 * (2 * p - 1)) * ((k + N : ℕ) : ℝ) ^ (-(2 * p - 1))
  have hF : ∀ k, 0 ≤ F k := fun k => mul_nonneg hK (Real.rpow_nonneg (Nat.cast_nonneg _) _)
  have h0 : ∀ k, 0 ≤ modeIntegrand (x (k + N + 1)) := fun k =>
    (modeIntegrand_bounds (hx _ (by omega)).1).1
  -- each discarded mode is bounded by a difference of inverse powers
  have hstep : ∀ k, modeIntegrand (x (k + N + 1)) ≤ F k - F (k + 1) := by
    intro k
    obtain ⟨hl, hu⟩ := hx (k + N + 1) (by omega)
    have hb : (0 : ℝ) < ((k + N : ℕ) : ℝ) := Nat.cast_pos.2 (by omega)
    have ha : (0 : ℝ) < ((k + N + 1 : ℕ) : ℝ) := Nat.cast_pos.2 (by omega)
    have ht := inverse_power_tangent hs.le ha hb
    have hab : ((k + N + 1 : ℕ) : ℝ) - ((k + N : ℕ) : ℝ) = 1 := by push_cast; ring
    rw [hab, mul_one] at ht
    have hsq := pow_le_pow_left₀ hl hu 2
    rw [mul_pow, decay_sq ha] at hsq
    have hm := mul_le_mul_of_nonneg_left ht hK
    rw [mul_add, ← mul_assoc, ← mul_assoc, hK2] at hm
    have hg := (modeIntegrand_bounds hl).2
    have e : k + 1 + N = k + N + 1 := by omega
    simp only [F, e]
    linarith
  have hpart : ∀ n, ∑ k ∈ Finset.range n, modeIntegrand (x (k + N + 1)) ≤ F 0 := by
    intro n
    have h := Finset.sum_le_sum (fun k (_ : k ∈ Finset.range n) => hstep k)
    rw [Finset.sum_range_sub' F n] at h
    linarith [hF n]
  have hfull : Summable (fun k => modeIntegrand (x (k + 1))) :=
    (summable_nat_add_iff (f := fun k => modeIntegrand (x (k + 1))) N).1
      (summable_of_sum_range_le h0 hpart)
  have heq : truncationError x N = ∑' k, modeIntegrand (x (k + N + 1)) := by
    have h : ∑ k ∈ Finset.range N, modeIntegrand (x (k + 1)) +
        ∑' k, modeIntegrand (x (k + N + 1)) = ∑' k, modeIntegrand (x (k + 1)) :=
      hfull.sum_add_tsum_nat_add N
    unfold truncationError
    linarith
  refine ⟨hfull, heq, ?_, ?_⟩
  · rw [heq]
    exact tsum_nonneg h0
  · rw [heq]
    have h := Real.tsum_le_of_sum_range_le h0 hpart
    simpa only [F, zero_add] using h

end

end RPAEigenpotentialTruncation
```

Lean reports:

```
Main.lean:91:30: error: Tactic `rewrite` failed: Did not find an occurrence of the pattern
  ?a * (?b * ?c)
in the target expression
  C ^ 2 / (2 * (2 * p - 1)) * ↑(k + N + 1) ^ (-(2 * p - 1)) +
      C ^ 2 / (2 * (2 * p - 1)) * (2 * p - 1) * ↑(k + N + 1) ^ (-(2 * p - 1 + 1)) ≤
    C ^ 2 / (2 * (2 * p - 1)) * ↑(k + N) ^ (-(2 * p - 1))

x : ℕ → ℝ
C p : ℝ
hp : 1 / 2 < p
hx : ∀ (n : ℕ), 1 ≤ n → 0 ≤ x n ∧ x n ≤ C * ↑n ^ (-p)
N : ℕ
hN : 1 ≤ N
hs : 0 < 2 * p - 1
hK : 0 ≤ C ^ 2 / (2 * (2 * p - 1))
hK2 : C ^ 2 / (2 * (2 * p - 1)) * (2 * p - 1) = C ^ 2 / 2
F : ℕ → ℝ := fun k => C ^ 2 / (2 * (2 * p - 1)) * ↑(k + N) ^ (-(2 * p - 1))
hF : ∀ (k : ℕ), 0 ≤ F k
h0 : ∀ (k : ℕ), 0 ≤ modeIntegrand (x (k + N + 1))
k : ℕ
hl : 0 ≤ x (k + N + 1)
hu : x (k + N + 1) ≤ C * ↑(k + N + 1) ^ (-p)
hb : 0 < ↑(k + N)
ha : 0 < ↑(k + N + 1)
ht : ↑(k + N + 1) ^ (-(2 * p - 1)) + (2 * p - 1) * ↑(k + N + 1) ^ (-(2 * p - 1 + 1)) ≤ ↑(k + N) ^ (-(2 * p - 1))
hab : ↑(k + N + 1) - ↑(k + N) = 1
hsq : x (k + N + 1) ^ 2 ≤ C ^ 2 * ↑(k + N + 1) ^ (-(2 * p - 1 + 1))
hm :
  C ^ 2 / (2 * (2 * p - 1)) * ↑(k + N + 1) ^ (-(2 * p - 1)) +
      C ^ 2 / (2 * (2 * p - 1)) * (2 * p - 1) * ↑(k + N + 1) ^ (-(2 * p - 1 + 1)) ≤
    C ^ 2 / (2 * (2 * p - 1)) * ↑(k + N) ^ (-(2 * p - 1))
⊢ modeIntegrand (x (k + N + 1)) ≤ F k - F (k + 1)
```

The repair, with which the file compiles:

```diff
@@ -89,5 +89,5 @@
     rw [mul_pow, decay_sq ha] at hsq
     have hm := mul_le_mul_of_nonneg_left ht hK
-    rw [mul_add, ← mul_assoc, ← mul_assoc, hK2] at hm
+    rw [mul_add, ← mul_assoc, hK2] at hm
     have hg := (modeIntegrand_bounds hl).2
     have e : k + 1 + N = k + N + 1 := by omega
```

The error is in `hstep`, the bound on a single discarded mode, and says that the second `← mul_assoc` found nothing to rewrite. Read from right to left, `mul_assoc` turns a product of the form `a * (b * c)` into `a * b * c`. After `mul_add` has distributed the constant `C ^ 2 / (2 * (2 * p - 1))` over the sum, `hm` contains one product of that form: the constant times the product of `2 * p - 1` and an inverse power. The first `← mul_assoc` regroups it, and none is left for the second. `rw` fails when its pattern is absent, even if the expression already has the wanted form.

The repair deletes the second `← mul_assoc`. The target shown in the message already contains `C ^ 2 / (2 * (2 * p - 1)) * (2 * p - 1)`, which is the left side of `hK2`, so the next rewrite can replace it with `C ^ 2 / 2`.
